# At fixed electron number, strain shifts the free-electron Fermi energy by $-(2/d)E_0\operatorname{tr}e$ to first order

Stretch a piece of metal slightly while no electrons enter or leave. If its conduction electrons are treated as a free gas, a change of volume changes their density, and the Fermi energy must follow. A shear changes the shape of the sample but leaves its volume unchanged to first order. How does the Fermi energy respond to a general small strain?

Let the gas occupy a box of volume $V$ in $d\ge 1$ dimensions, with Fermi energy $E_0>0$. The deformation is $1+te$, where $e$ is a real $d\times d$ matrix and $t$ is a small real parameter. The volume becomes $V\det(1+te)$.

```lean
import Mathlib

open MeasureTheory Filter Topology

namespace FreeElectronStrain

noncomputable section
```

## Counting the electrons

The gas has a level degeneracy $g$ (2 for spin one-half), a reduced Planck constant $\hbar$ and a particle mass $m$. All three are positive and none depends on the strain.

```lean
/-- The parameters of a free-electron gas: level degeneracy (such as spin), reduced Planck
constant and particle mass, all positive. -/
structure ElectronGas where
  degeneracy : ℝ
  hbar : ℝ
  mass : ℝ
  degeneracy_pos : 0 < degeneracy
  hbar_pos : 0 < hbar
  mass_pos : 0 < mass
```

At zero temperature the states filled up to energy $E$ are those with wave vector $k$ satisfying
$$\frac{\hbar^2|k|^2}{2m}\le E .$$
The energy is measured from the bottom of the band, which is held at zero throughout. In Lean a wave vector is an element of `EuclideanSpace ℝ (Fin d)`, whose norm is the usual length.

```lean
/-- The wave vectors in `d` dimensions whose kinetic energy is at most `E`. -/
def ElectronGas.fermiSea (G : ElectronGas) (d : ℕ) (E : ℝ) : Set (EuclideanSpace ℝ (Fin d)) :=
  {k | G.hbar ^ 2 * ‖k‖ ^ 2 / (2 * G.mass) ≤ E}
```

With $V/(2\pi)^d$ states per unit volume of wave-vector space, the electron number is
$$N(V,E)=\frac{gV}{(2\pi)^d}\,\operatorname{vol}\{k:\hbar^2|k|^2/2m\le E\}.$$
This is the large-box count. It is a real number, it neglects surface corrections, and the box enters only through its volume. In the code `volume` is Lebesgue measure, and `toReal` turns its value into a real number.

```lean
/-- The number of electrons in a box of volume `V` filled up to energy `E`, with
`V / (2π)^d` states per unit volume of wave-vector space and per degenerate level. -/
def ElectronGas.electronCount (G : ElectronGas) (d : ℕ) (V E : ℝ) : ℝ :=
  G.degeneracy * V / (2 * Real.pi) ^ d * (volume (G.fermiSea d E)).toReal
```

The candidate for the strained Fermi energy is
$$E_0\det(1+te)^{-2/d}.$$
It is given a name here; that it follows from the electron count is proved below.

```lean
/-- The expression `E₀ det(1 + t e)^(-2/d)`, a candidate for the Fermi energy under the deformation
`1 + t e`. -/
def strainedFermiEnergy {d : ℕ} (E₀ : ℝ) (e : Matrix (Fin d) (Fin d) ℝ) (t : ℝ) : ℝ :=
  E₀ * (1 + t • e).det ^ (-(2 / (d : ℝ)))
```

## The Fermi sea grows as $E^{d/2}$

For $E\ge 0$ the condition on $k$ reads $|k|\le k_F$ with $k_F=\sqrt{2mE}/\hbar$. The sea is therefore a ball, and if $\Omega_d$ is the volume of the unit ball, its volume is
$$k_F^d\,\Omega_d=\left(\frac{\sqrt{2m}}{\hbar}\right)^{d}E^{d/2}\,\Omega_d .$$
In the proof, `hs` identifies the sea with the closed ball by squaring both sides of $|k|\le k_F$, and `hp` rewrites $(\sqrt E)^d$ as $E^{d/2}$. Mathlib's scaling rule for the volume of a ball does the rest.

```lean
/-- For `E ≥ 0`, the volume of the Fermi sea is proportional to `E^(d/2)`. -/
theorem volume_fermiSea (G : ElectronGas) (d : ℕ) {E : ℝ} (hE : 0 ≤ E) :
    (volume (G.fermiSea d E)).toReal =
      (√(2 * G.mass) / G.hbar) ^ d * E ^ ((d : ℝ) / 2) *
        (volume (Metric.ball (0 : EuclideanSpace ℝ (Fin d)) 1)).toReal := by
  have hm := G.mass_pos
  have hh := G.hbar_pos
  have hr : 0 ≤ √(2 * G.mass) / G.hbar * √E := by positivity
  have hr2 : (√(2 * G.mass) / G.hbar * √E) ^ 2 = 2 * G.mass * E / G.hbar ^ 2 := by
    rw [mul_pow, div_pow, Real.sq_sqrt (by positivity), Real.sq_sqrt hE]
    ring
  -- the Fermi sea is a ball whose radius is the Fermi wave number
  have hs : G.fermiSea d E = Metric.closedBall 0 (√(2 * G.mass) / G.hbar * √E) := by
    ext k
    simp only [ElectronGas.fermiSea, Set.mem_ofPred_eq, mem_closedBall_zero_iff]
    rw [← sq_le_sq₀ (norm_nonneg k) hr, hr2, div_le_iff₀ (by positivity),
      le_div_iff₀ (by positivity)]
    constructor <;> intro h <;> linarith
  have hp : √E ^ d = E ^ ((d : ℝ) / 2) := by
    rw [Real.sqrt_eq_rpow, ← Real.rpow_natCast, ← Real.rpow_mul hE]
    congr 1
    ring
  rw [hs, Measure.addHaar_closedBall _ _ hr, finrank_euclideanSpace_fin, ENNReal.toReal_mul,
    ENNReal.toReal_ofReal (pow_nonneg hr d), mul_pow, hp]
```

## Fixed number determines the energy

Hence $N(V,E)=K\,V E^{d/2}$ for $E\ge0$, with a constant $K>0$. If the volume changes by a factor $D>0$, conservation of the number requires
$$K\,VD\,E^{d/2}=K\,V E_0^{d/2}\quad\Longleftrightarrow\quad E=E_0D^{-2/d}.$$
A negative $E$ cannot satisfy either side: its sea is empty, so it holds no electrons, while $N(V,E_0)$ and $E_0D^{-2/d}$ are both positive.

The proof has the same two cases. `hcount` supplies the constant $K$, and `hpow` checks that the proposed energy solves the equation. For $E\ge0$ the positive factors are cancelled, and `Real.rpow_left_inj` removes the common power $d/2$.

```lean
/-- When the volume changes by a factor `D`, the electron number is unchanged exactly if the
Fermi energy changes by the factor `D^(-2/d)`. -/
theorem electronCount_eq_iff (G : ElectronGas) {d : ℕ} (hd : d ≠ 0) {V D E₀ : ℝ}
    (hV : 0 < V) (hD : 0 < D) (hE₀ : 0 < E₀) (E : ℝ) :
    G.electronCount d (V * D) E = G.electronCount d V E₀ ↔
      E = E₀ * D ^ (-(2 / (d : ℝ))) := by
  have hm := G.mass_pos
  have hh := G.hbar_pos
  have hg := G.degeneracy_pos
  have hd' : (d : ℝ) ≠ 0 := Nat.cast_ne_zero.2 hd
  have hB : 0 < (volume (Metric.ball (0 : EuclideanSpace ℝ (Fin d)) 1)).toReal :=
    ENNReal.toReal_pos (Metric.measure_ball_pos volume 0 one_pos).ne' measure_ball_lt_top.ne
  -- the count is a positive constant times `V E^(d/2)`
  obtain ⟨K, hK, hcount⟩ : ∃ K : ℝ, 0 < K ∧ ∀ W F : ℝ, 0 ≤ F →
      G.electronCount d W F = K * (W * F ^ ((d : ℝ) / 2)) := by
    refine ⟨G.degeneracy / (2 * Real.pi) ^ d * (√(2 * G.mass) / G.hbar) ^ d *
      (volume (Metric.ball (0 : EuclideanSpace ℝ (Fin d)) 1)).toReal, by positivity, ?_⟩
    intro W F hF
    rw [ElectronGas.electronCount, volume_fermiSea G d hF]
    ring
  have hF : 0 < E₀ * D ^ (-(2 / (d : ℝ))) := by positivity
  have hpow : D * (E₀ * D ^ (-(2 / (d : ℝ)))) ^ ((d : ℝ) / 2) = E₀ ^ ((d : ℝ) / 2) := by
    have hx : -(2 / (d : ℝ)) * ((d : ℝ) / 2) = -1 := by field_simp
    rw [Real.mul_rpow hE₀.le (by positivity), ← Real.rpow_mul hD.le, hx, Real.rpow_neg_one]
    field_simp
  rcases lt_or_ge E 0 with hE | hE
  · -- a negative energy leaves the Fermi sea empty
    have hempty : G.fermiSea d E = ∅ := by
      ext k
      simp only [ElectronGas.fermiSea, Set.mem_ofPred_eq, Set.mem_empty_iff_false, iff_false,
        not_le]
      have : 0 ≤ G.hbar ^ 2 * ‖k‖ ^ 2 / (2 * G.mass) := by positivity
      linarith
    have hzero : G.electronCount d (V * D) E = 0 := by
      simp [ElectronGas.electronCount, hempty]
    have hpos : 0 < K * (V * E₀ ^ ((d : ℝ) / 2)) := by positivity
    rw [hzero, hcount V E₀ hE₀.le]
    constructor <;> intro h <;> linarith
  · rw [hcount _ E hE, hcount V E₀ hE₀.le, ← hpow, mul_assoc V D]
    constructor
    · intro h
      have h1 := mul_left_cancel₀ hD.ne' (mul_left_cancel₀ hV.ne' (mul_left_cancel₀ hK.ne' h))
      exact (Real.rpow_left_inj hE hF.le (by positivity)).1 h1
    · intro h
      rw [← h]
```

To apply this with $D=\det(1+te)$, the determinant must be positive. It equals 1 at $t=0$ and is continuous in $t$, so it stays positive for small $t$. The notation `∀ᶠ t : ℝ in 𝓝 0` means "for all $t$ in some neighbourhood of zero".

```lean
/-- The determinant `det(1 + t e)` is positive for all sufficiently small `t`. -/
theorem eventually_det_pos {d : ℕ} (e : Matrix (Fin d) (Fin d) ℝ) :
    ∀ᶠ t : ℝ in 𝓝 0, 0 < (1 + t • e).det := by
  have hc : Continuous fun t : ℝ => (1 + t • e).det := Continuous.matrix_det (by fun_prop)
  exact hc.continuousAt.eventually (lt_mem_nhds (by simp))
```

The power law therefore conserves the electron number near zero strain.

```lean
/-- For small strain, the energy `E₀ det(1 + t e)^(-2/d)` keeps the electron number fixed. -/
theorem strainedFermiEnergy_conserves (G : ElectronGas) {d : ℕ} (hd : d ≠ 0) {V E₀ : ℝ}
    (hV : 0 < V) (hE₀ : 0 < E₀) (e : Matrix (Fin d) (Fin d) ℝ) :
    ∀ᶠ t : ℝ in 𝓝 0, G.electronCount d (V * (1 + t • e).det) (strainedFermiEnergy E₀ e t) =
      G.electronCount d V E₀ := by
  filter_upwards [eventually_det_pos e] with t ht
  exact (electronCount_eq_iff G hd hV ht hE₀ _).2 rfl
```

## The derivative at zero strain

Expand the determinant over permutations. The identity contributes $\prod_i(1+te_{ii})=1+t\operatorname{tr}e+O(t^2)$. Every other permutation moves at least two indices and so carries at least two factors of $t$. Thus
$$\det(1+te)=1+t\operatorname{tr}e+t^2p(t)$$
with $p$ a polynomial, and the derivative of the determinant at $t=0$ is $\operatorname{tr}e$. The chain rule gives
$$\frac{d}{dt}E_0\det(1+te)^{-2/d}\Big|_{t=0}=-\frac2d\,E_0\operatorname{tr}e .$$
Lean takes the expansion from `Matrix.det_one_add_smul`, obtains `hdet` from it, and then differentiates the real power.

```lean
/-- The energy `E₀ det(1 + t e)^(-2/d)` has derivative `-(2/d) E₀ tr e` at zero strain. -/
theorem hasDerivAt_strainedFermiEnergy {d : ℕ} (E₀ : ℝ) (e : Matrix (Fin d) (Fin d) ℝ) :
    HasDerivAt (strainedFermiEnergy E₀ e) (-(2 / (d : ℝ)) * E₀ * e.trace) 0 := by
  -- to first order the determinant is `1 + t tr e`
  obtain ⟨p, hp⟩ : ∃ p : Polynomial ℝ, ∀ t : ℝ,
      (1 + t • e).det = 1 + e.trace * t + p.eval t * t ^ 2 :=
    ⟨_, fun t => Matrix.det_one_add_smul t e⟩
  have hdet : HasDerivAt (fun t : ℝ => (1 + t • e).det) e.trace 0 := by
    rw [funext hp]
    have h1 := ((hasDerivAt_id' (0 : ℝ)).const_mul e.trace).const_add 1
    have h2 := (p.hasDerivAt 0).fun_mul (hasDerivAt_pow 2 (0 : ℝ))
    exact (h1.fun_add h2).congr_deriv (by simp)
  have h := (hdet.rpow_const (p := -(2 / (d : ℝ))) (Or.inl (by simp))).const_mul E₀
  refine HasDerivAt.congr_deriv h ?_
  simp only [zero_smul, add_zero, Matrix.det_one, Real.one_rpow]
  ring
```

Now let $E(t)$ be any energy curve that keeps the electron number fixed for $t$ near zero; this is the hypothesis `hN`. By the equivalence above, $E(t)$ equals the power law throughout a neighbourhood of zero, so it has the same derivative. No smoothness of $E$ is assumed.

The matrix $e$ need not be symmetric. Strain is the symmetric case, and an antisymmetric $e$, an infinitesimal rotation, has zero trace and gives no first-order shift.

```lean
/-- If the electron number stays fixed under the small strain `t e`, the Fermi energy has
derivative `-(2/d) E₀ tr e` at zero strain. -/
theorem fermiEnergy_deformation_potential (G : ElectronGas) {d : ℕ} (hd : d ≠ 0) {V E₀ : ℝ}
    (hV : 0 < V) (hE₀ : 0 < E₀) (e : Matrix (Fin d) (Fin d) ℝ) (E : ℝ → ℝ)
    (hN : ∀ᶠ t : ℝ in 𝓝 0,
      G.electronCount d (V * (1 + t • e).det) (E t) = G.electronCount d V E₀) :
    HasDerivAt E (-(2 / (d : ℝ)) * E₀ * e.trace) 0 := by
  refine (hasDerivAt_strainedFermiEnergy E₀ e).congr_of_eventuallyEq ?_
  filter_upwards [hN, eventually_det_pos e] with t ht hpos
  exact (electronCount_eq_iff G hd hV hpos hE₀ _).1 ht
```

In three dimensions the coefficient of $\operatorname{tr}e$ is $-\tfrac23E_0$. For a non-interacting gas with strain-independent mass, this is the band-filling part of the volume deformation potential of the Fermi level. Shifts of the band edge, changes of the effective mass and the response of a real crystal potential are not in the model.

## Shear and the second order

Since $-(2/d)E_0\neq0$, the first-order shift vanishes exactly when $\operatorname{tr}e=0$. In `HasDerivAt E 0 0` the first zero is the derivative and the second is the point $t=0$. The forward direction uses the uniqueness of derivatives.

```lean
/-- At fixed electron number, the first-order shift of the Fermi energy vanishes exactly when
the strain is traceless. -/
theorem no_first_order_shift_iff (G : ElectronGas) {d : ℕ} (hd : d ≠ 0) {V E₀ : ℝ}
    (hV : 0 < V) (hE₀ : 0 < E₀) (e : Matrix (Fin d) (Fin d) ℝ) (E : ℝ → ℝ)
    (hN : ∀ᶠ t : ℝ in 𝓝 0,
      G.electronCount d (V * (1 + t • e).det) (E t) = G.electronCount d V E₀) :
    HasDerivAt E 0 0 ↔ e.trace = 0 := by
  have hmain := fermiEnergy_deformation_potential G hd hV hE₀ e E hN
  constructor
  · intro h
    have hc : -(2 / (d : ℝ)) * E₀ ≠ 0 :=
      mul_ne_zero (neg_ne_zero.2 (div_ne_zero two_ne_zero (Nat.cast_ne_zero.2 hd))) hE₀.ne'
    exact (mul_eq_zero.1 (hmain.unique h)).resolve_left hc
  · intro h
    exact hmain.congr_deriv (by rw [h, mul_zero])
```

A traceless strain can still act at higher order. Take $d=2$ and the pure shear
$$e=\begin{pmatrix}0&s\\ s&0\end{pmatrix},\qquad \det(1+te)=1-(ts)^2 .$$
For $|ts|<1$ the determinant is positive and the exponent $-2/d$ is $-1$, so the number is conserved exactly when
$$E=\frac{E_0}{1-(ts)^2}=E_0\left(1+(ts)^2+\dots\right).$$
This linear deformation slightly reduces the area, and the Fermi energy rises at second order. The theorem states the closed form, which holds at finite strain in this range.

```lean
/-- For a two-dimensional gas under pure shear with `|t s| < 1`, fixed electron number means
that the Fermi energy is `E₀ / (1 - (t s)²)`. -/
theorem pure_shear_fermiEnergy (G : ElectronGas) {V E₀ s t : ℝ} (hV : 0 < V) (hE₀ : 0 < E₀)
    (hts : |t * s| < 1) (E : ℝ) :
    G.electronCount 2 (V * (1 + t • !![0, s; s, 0]).det) E = G.electronCount 2 V E₀ ↔
      E = E₀ / (1 - (t * s) ^ 2) := by
  have hdet : (1 + t • !![0, s; s, 0]).det = 1 - (t * s) ^ 2 := by
    rw [Matrix.det_fin_two]
    simp
    try ring
  have hpos : 0 < 1 - (t * s) ^ 2 := by
    have h := abs_lt.1 hts
    nlinarith [h.1, h.2]
  have hx : -(2 / ((2 : ℕ) : ℝ)) = -1 := by norm_num
  rw [hdet, electronCount_eq_iff G two_ne_zero hV hpos hE₀ E, hx, Real.rpow_neg_one,
    div_eq_mul_inv]

end

end FreeElectronStrain
```

```lean
#print axioms FreeElectronStrain.strainedFermiEnergy_conserves
-- 'FreeElectronStrain.strainedFermiEnergy_conserves' depends on axioms: [propext, Classical.choice, Quot.sound]
#print axioms FreeElectronStrain.no_first_order_shift_iff
-- 'FreeElectronStrain.no_first_order_shift_iff' depends on axioms: [propext, Classical.choice, Quot.sound]
#print axioms FreeElectronStrain.pure_shear_fermiEnergy
-- 'FreeElectronStrain.pure_shear_fermiEnergy' depends on axioms: [propext, Classical.choice, Quot.sound]
```
